# For a diagonalisable matrix S with real eigenvalues below one, the error in truncating the trace expansion of −ln det(1 − S) is the sum of its modes' errors

The quantity −ln det(1 − S) can be expanded in traces of powers of S, as tr S + tr S²/2 + …, and `remainder S N` is what is left after N terms. The theorem `remainder_eq_sum` takes a finite real matrix S = U diag(d) V with V U = 1, so that the numbers dᵢ are its eigenvalues, and assumes that each is below one. It says that the remainder is the sum over i of the scalar remainders, −ln(1 − dᵢ) less the first N terms dᵢᵏ/k; S need not be symmetric, and nothing is claimed about convergence as N grows. The proof writes the determinant as the product of the factors 1 − dᵢ, turns its logarithm into a sum, writes each trace as a sum of powers of the dᵢ, and exchanges the two sums.

In Lean, a first try:

```lean
import Mathlib

open Matrix Finset

namespace RemainderEqSum

variable {n : Type*} [Fintype n] [DecidableEq n]

/-- The error left when `-ln det(1 - S)` is replaced by its expansion
`tr S + tr S²/2 + ... + tr S^N/N`; meant for matrices with `det(1 - S) > 0`. -/
noncomputable def remainder (S : Matrix n n ℝ) (N : ℕ) : ℝ :=
  -Real.log (1 - S).det - ∑ k ∈ range N, (S ^ (k + 1)).trace / ((k : ℝ) + 1)

/-- If `S = U diag(d) V` with `V U = 1`, the trace of `S^k` is the sum of the powers `d i ^ k`. -/
theorem trace_pow_diag {S U V : Matrix n n ℝ} {d : n → ℝ} (h : V * U = 1)
    (hS : S = U * diagonal d * V) (k : ℕ) : (S ^ k).trace = ∑ i, d i ^ k := by
  have hp : S ^ k = U * diagonal d ^ k * V := by
    induction k with
    | zero => simp [mul_eq_one_comm.mp h]
    | succ k ih =>
      calc S ^ (k + 1) = U * diagonal d ^ k * V * (U * diagonal d * V) := by
            rw [pow_succ, ih, ← hS]
        _ = U * diagonal d ^ k * (V * U) * diagonal d * V := by simp only [mul_assoc]
        _ = U * diagonal d ^ (k + 1) * V := by
            rw [h, mul_one, pow_succ]
            simp only [mul_assoc]
  rw [hp, trace_mul_comm, ← mul_assoc, h, one_mul, diagonal_pow, trace_diagonal]
  simp only [Pi.pow_apply]

/-- If `S = U diag(d) V` with `V U = 1`, then `1 - S = U diag(1 - d) V`. -/
theorem one_sub_diag {S U V : Matrix n n ℝ} {d : n → ℝ} (h : V * U = 1)
    (hS : S = U * diagonal d * V) : 1 - S = U * diagonal (fun i => 1 - d i) * V := by
  have e : diagonal (fun i => 1 - d i) = (1 : Matrix n n ℝ) - diagonal d := by
    rw [← diagonal_one, diagonal_sub]
  rw [e, mul_sub, sub_mul, mul_one, mul_eq_one_comm.mp h, hS]

/-- If `S = U diag(d) V` with `V U = 1` and every `d i` is below one, the error of the matrix
expansion is the sum of the errors of the separate modes `d i`. -/
theorem remainder_eq_sum {S U V : Matrix n n ℝ} {d : n → ℝ} (h : V * U = 1)
    (hS : S = U * diagonal d * V) (hd : ∀ i, d i < 1) (N : ℕ) :
    remainder S N =
      ∑ i, (-Real.log (1 - d i) - ∑ k ∈ range N, d i ^ (k + 1) / ((k : ℝ) + 1)) := by
  have hdet : (1 - S).det = ∏ i, (1 - d i) := by
    have hVU : V.det * U.det = 1 := by rw [← det_mul, h, det_one]
    rw [one_sub_diag h hS, det_mul, det_mul, det_diagonal]
    linear_combination (∏ i, (1 - d i)) * hVU
  have hlog : Real.log (∏ i, (1 - d i)) = ∑ i, Real.log (1 - d i) := by
    rw [Real.log_prod]
    intro i _
    linarith [hd i] |> fun (h : 0 < 1 - d i) => h.ne'
  rw [remainder, hdet, hlog, sum_sub_distrib, sum_neg_distrib]
  simp only [trace_pow_diag h hS, sum_div]
  rw [sum_comm]

end RemainderEqSum
```

Compiling this gives:

```
Main.lean:50:42: error(lean.unknownIdentifier): Unknown identifier `i`
```

What went wrong. The error is about scope. To split the logarithm of the product, `Real.log_prod` needs every factor to be nonzero, and `intro i _` names the index for that side goal. The next line was meant to have `linarith` prove `0 < 1 - d i` and to pass the result to a function that turns it into `1 - d i ≠ 0`. But `|>` joins terms, and `linarith [hd i]` is a tactic. Lean therefore ends the tactic block after `linarith [hd i]` and takes the whole `by` block, from `rw [Real.log_prod]` on, as the term being piped. The function after `|>` then stands outside the block, where the `i` introduced inside it does not exist, and the message points to the `i` in the function's type `0 < 1 - d i`.

The new line is an ordinary `exact` inside the block, where `i` is in scope. From `hd i`, which says `d i < 1`, `sub_pos.2` gives `0 < 1 - d i`, and `.ne'` turns that into the required `1 - d i ≠ 0`.

The change, after which it compiles:

```diff
@@ -48,5 +48,5 @@
     rw [Real.log_prod]
     intro i _
-    linarith [hd i] |> fun (h : 0 < 1 - d i) => h.ne'
+    exact (sub_pos.2 (hd i)).ne'
   rw [remainder, hdet, hlog, sum_sub_distrib, sum_neg_distrib]
   simp only [trace_pow_diag h hS, sum_div]
```
